# The delta-well polarizability 5/(4κ⁴) from its odd continuum states

A sum over bound excited states gives the one-dimensional delta well a static polarizability of zero, because the well has only one bound state. The whole response comes from the continuum. Its exact value, 5/(4κ⁴) in atomic units for a bound state that decays as exp(−κ|x|), can test a discretised continuum in a simulation, within this model of one electron in one dimension.

## Delta-normalised waves and energies, fixed by definition

In atomic units the well −κδ(x) has the bound state √κ exp(−κ|x|) with energy −κ²/2. Odd waves vanish at the origin and don't feel the well, so they are sin(kx)/√π with energy k²/2. The factor 1/√π normalises them to δ(k−k′); without it, the polarizability would be too large by a factor π.

```lean
import Mathlib

open MeasureTheory Set Filter Topology
open scoped Real

namespace DeltaWellPolarizability

noncomputable section

/-- The bound state of the attractive delta well with decay constant `κ`. -/
def boundState (κ x : ℝ) : ℝ := √κ * Real.exp (-κ * |x|)

/-- The odd continuum state of wave number `k`. -/
def oddWave (k x : ℝ) : ℝ := Real.sin (k * x) / √π

/-- The dipole matrix element of `x` between the bound state and an odd continuum state. -/
def dipole (κ k : ℝ) : ℝ := ∫ x, boundState κ x * x * oddWave k x

/-- The continuum energy `k²/2` minus the bound-state energy `-κ²/2`, in atomic units. -/
def excitation (κ k : ℝ) : ℝ := k ^ 2 / 2 - (-(κ ^ 2 / 2))

/-- The static polarizability as a sum over the odd continuum states. -/
def polarizability (κ : ℝ) : ℝ :=
  2 * ∫ k in Ioi (0 : ℝ), dipole κ k ^ 2 / excitation κ k
```

`dipole κ k`, written d(k) below, is an integral over the whole line. `polarizability` is the second-order sum over states, taken as a definition. Its factor 2 belongs to the convention that a weak static field ℰ shifts the ground-state energy by −αℰ²/2, where α is the polarizability. The file derives neither the eigenstates and their completeness nor the perturbation formula.

The range k > 0 (`Ioi 0`) counts each odd state once, since −k gives the same wave up to sign; integrating over all k would double the result. The dipole formula itself holds for every real k.

With D = k² + κ², the integrals needed later are M(n) = ∫ D^−(n+1) dk over k > 0:

```lean
/-- The integral of `1/(k²+κ²)^(n+1)` over positive wave numbers. -/
def lorentzMoment (κ : ℝ) (n : ℕ) : ℝ :=
  ∫ k in Ioi (0 : ℝ), ((k ^ 2 + κ ^ 2)⁻¹) ^ (n + 1)
```

## Reflection symmetry, which needs no condition on κ

The well is symmetric and acts only at the origin, so its even waves have the form cos(k|x|+δ), with a phase shift δ. Multiplied by x and the even bound state, they give an odd integrand, whose integral is zero. The proof substitutes x → −x and finds that the integral equals its own negative. It uses no hypothesis on κ, but the statement has physical content only for κ > 0: for κ ≤ 0 the defined `boundState` is identically zero. In an asymmetric well this cancellation would generally fail.

```lean
/-- The dipole element between the bound state and an even wave `cos(k|x| + δ)` vanishes. -/
theorem even_channel_dark (κ k δ : ℝ) :
    ∫ x, boundState κ x * x * Real.cos (k * |x| + δ) = 0 := by
  -- reflection x → -x changes the sign of the integrand
  have h := integral_neg_eq_self
    (fun x : ℝ => boundState κ x * x * Real.cos (k * |x| + δ)) volume
  simp only [boundState, abs_neg, mul_neg, neg_mul, integral_neg] at h ⊢
  linarith
```

## κ > 0 as decay of the bound state

Physically, κ > 0 says that the well is attractive and binds. By hand, it removes the boundary term at infinity. The function

F(x) = −exp(−κx) [(κx/D + (κ²−k²)/D²) sin(kx) + (kx/D + 2κk/D²) cos(kx)]

has derivative x exp(−κx) sin(kx) and tends to zero, so

∫₀^∞ x exp(−κx) sin(kx) dx = −F(0) = 2κk/D².

In the proof, `tendsto_pow_exp` supplies the decay. Integrability follows from the bound x exp(−κx), and four linear equations for the coefficients of F verify its derivative.

```lean
/-- A power of `x` times a decaying exponential tends to zero at large distance. -/
theorem tendsto_pow_exp {κ : ℝ} (hκ : 0 < κ) (n : ℕ) :
    Tendsto (fun x : ℝ => x ^ n * Real.exp (-κ * x)) atTop (𝓝 0) := by
  have h2 : Tendsto (fun x : ℝ => (κ ^ n)⁻¹ * ((κ * x) ^ n * Real.exp (-(κ * x))))
      atTop (𝓝 ((κ ^ n)⁻¹ * 0)) :=
    Tendsto.const_mul _ ((Real.tendsto_pow_mul_exp_neg_atTop_nhds_zero n).comp
      (tendsto_id.const_mul_atTop hκ))
  rw [mul_zero] at h2
  refine h2.congr (fun x => ?_)
  have hn : κ ^ n ≠ 0 := pow_ne_zero _ hκ.ne'
  rw [mul_pow, ← mul_assoc, ← mul_assoc, inv_mul_cancel₀ hn, one_mul, neg_mul]

/-- The half-line integral of `x exp(-κx) sin(kx)` is `2κk/(k²+κ²)²`. -/
theorem damped_sine_moment {κ : ℝ} (hκ : 0 < κ) (k : ℝ) :
    ∫ x in Ioi (0 : ℝ), x * Real.exp (-κ * x) * Real.sin (k * x)
      = 2 * κ * k / (k ^ 2 + κ ^ 2) ^ 2 := by
  have hD : k ^ 2 + κ ^ 2 ≠ 0 := by positivity
  have hE : ∀ x : ℝ, HasDerivAt (fun y : ℝ => Real.exp (-κ * y))
      (Real.exp (-κ * x) * (-κ * 1)) x := fun x => ((hasDerivAt_id' x).const_mul (-κ)).exp
  have t0 := tendsto_pow_exp hκ 0
  have t1 := tendsto_pow_exp hκ 1
  -- the dominating function x exp(-κx) is integrable
  have hdom : IntegrableOn (fun x : ℝ => x * Real.exp (-κ * x)) (Ioi 0) := by
    have ht := (t1.const_mul (-κ⁻¹)).add (t0.const_mul (-(κ⁻¹ ^ 2)))
    refine integrableOn_Ioi_deriv_of_nonneg'
      (g := fun y : ℝ => (-κ⁻¹ * y + -(κ⁻¹ ^ 2)) * Real.exp (-κ * y))
      (fun x _ => ?_) (fun x hx => mul_nonneg (le_of_lt hx) (Real.exp_pos _).le)
      (ht.congr fun x => by ring)
    refine ((((hasDerivAt_id' x).const_mul (-κ⁻¹)).add_const (-(κ⁻¹ ^ 2))).fun_mul
      (hE x)).congr_deriv ?_
    have hi : κ * κ⁻¹ = 1 := mul_inv_cancel₀ hκ.ne'
    generalize κ⁻¹ = i at hi ⊢
    linear_combination (x * Real.exp (-κ * x) + i * Real.exp (-κ * x)) * hi
  have hint : IntegrableOn
      (fun x : ℝ => x * Real.exp (-κ * x) * Real.sin (k * x)) (Ioi 0) := by
    refine Integrable.mono' hdom
      (Continuous.aestronglyMeasurable (by fun_prop))
      ((ae_restrict_iff' measurableSet_Ioi).mpr (ae_of_all _ fun x hx => ?_))
    have h0 : 0 ≤ x * Real.exp (-κ * x) := mul_nonneg (le_of_lt hx) (Real.exp_pos _).le
    rw [Real.norm_eq_abs, abs_mul, abs_of_nonneg h0]
    exact mul_le_of_le_one_right h0 (Real.abs_sin_le_one _)
  -- coefficients of the antiderivative
  obtain ⟨a, b, c, d, h1, h2, h3, h4, hd⟩ : ∃ a b c d : ℝ, -κ * a - k * c = 1 ∧
      a - κ * b - k * d = 0 ∧ -κ * c + k * a = 0 ∧ c - κ * d + k * b = 0 ∧
      d = -(2 * κ * k / (k ^ 2 + κ ^ 2) ^ 2) := by
    refine ⟨-κ / (k ^ 2 + κ ^ 2), -(κ ^ 2 - k ^ 2) / (k ^ 2 + κ ^ 2) ^ 2,
      -k / (k ^ 2 + κ ^ 2), -(2 * κ * k / (k ^ 2 + κ ^ 2) ^ 2), ?_, ?_, ?_, ?_, rfl⟩ <;>
    field_simp <;> ring
  have damp : ∀ g f : ℝ → ℝ, Tendsto g atTop (𝓝 0) → (∀ x, |f x| ≤ 1) →
      Tendsto (fun x => g x * f x) atTop (𝓝 0) := by
    intro g f hg hf
    refine squeeze_zero_norm (a := fun x => |g x|) (fun x => ?_) (by simpa using hg.abs)
    rw [Real.norm_eq_abs, abs_mul]
    exact mul_le_of_le_one_right (abs_nonneg _) (hf x)
  have hs : ∀ x : ℝ, |Real.sin (k * x)| ≤ 1 := fun x => Real.abs_sin_le_one _
  have hc : ∀ x : ℝ, |Real.cos (k * x)| ≤ 1 := fun x => Real.abs_cos_le_one _
  have t := (((damp _ _ t1 hs).const_mul a).add ((damp _ _ t0 hs).const_mul b)).add
    (((damp _ _ t1 hc).const_mul c).add ((damp _ _ t0 hc).const_mul d))
  simp only [mul_zero, add_zero] at t
  have h := integral_Ioi_of_hasDerivAt_of_tendsto' (a := (0 : ℝ)) (m := 0)
    (f := fun y : ℝ => ((a * y + b) * Real.sin (k * y) + (c * y + d) * Real.cos (k * y))
      * Real.exp (-κ * y)) (fun x _ => by
      have hk := (hasDerivAt_id' x).const_mul k
      refine (((((hasDerivAt_id' x).const_mul a).add_const b).fun_mul hk.sin).fun_add
        ((((hasDerivAt_id' x).const_mul c).add_const d).fun_mul hk.cos)).fun_mul
        (hE x) |>.congr_deriv ?_
      linear_combination (Real.exp (-κ * x) * Real.sin (k * x) * x) * h1
        + (Real.exp (-κ * x) * Real.sin (k * x)) * h2
        + (Real.exp (-κ * x) * Real.cos (k * x) * x) * h3
        + (Real.exp (-κ * x) * Real.cos (k * x)) * h4) hint
    (t.congr fun x => by ring)
  rw [h]
  simp [hd]
```

The dipole integrand is even, so the full line gives twice the half line:

d(k) = 2 · √κ/√π · 2κk/D² = 4kκ^(3/2)/(√π D²).

`dipole_eq` makes the same reduction by writing the integrand as a function of |x|.

```lean
/-- The dipole element is `4 k κ^(3/2) / (√π (k²+κ²)²)`. -/
theorem dipole_eq {κ : ℝ} (hκ : 0 < κ) (k : ℝ) :
    dipole κ k = 4 * k * √κ ^ 3 / (√π * (k ^ 2 + κ ^ 2) ^ 2) := by
  have hD : k ^ 2 + κ ^ 2 ≠ 0 := by positivity
  have hp : √π ≠ 0 := (Real.sqrt_pos.2 Real.pi_pos).ne'
  have hs : √κ ^ 3 = κ * √κ := by rw [pow_succ, Real.sq_sqrt hκ.le]
  -- the integrand is even in x
  have he : dipole κ k = ∫ x : ℝ, (fun y : ℝ =>
      √κ / √π * (y * Real.exp (-κ * y) * Real.sin (k * y))) |x| := by
    unfold dipole
    refine integral_congr_ae (ae_of_all _ fun x => ?_)
    have key : |x| * Real.sin (k * |x|) = x * Real.sin (k * x) := by
      rcases abs_choice x with h | h
      · rw [h]
      · rw [h, mul_neg, Real.sin_neg]; ring
    simp only [boundState, oddWave]
    linear_combination (-(√κ * Real.exp (-κ * |x|) / √π)) * key
  have hhalf : ∫ x : ℝ, (fun y : ℝ =>
      √κ / √π * (y * Real.exp (-κ * y) * Real.sin (k * y))) |x|
      = 2 * ∫ y in Ioi (0 : ℝ),
        √κ / √π * (y * Real.exp (-κ * y) * Real.sin (k * y)) :=
    integral_comp_abs (f := fun y : ℝ =>
      √κ / √π * (y * Real.exp (-κ * y) * Real.sin (k * y)))
  rw [he.trans hhalf, integral_const_mul, damped_sine_moment hκ, hs]
  field_simp
  ring
```

Without `hκ` there is no bound state to polarise. For κ < 0 Lean sets √κ to 0, so the defined polarizability is 0 and the formula 5/(4κ⁴) fails.

## κ > 0 as a gap below the continuum

The excitation energy is D/2, which is at least κ²/2. The gap keeps the denominators away from zero at small k; as κ → 0 it closes and 5/(4κ⁴) diverges.

By hand, the antiderivative arctan(k/κ)/κ gives M(0) = π/(2κ).

```lean
/-- The lowest moment converges and equals `π/(2κ)`. -/
theorem lorentzMoment_zero {κ : ℝ} (hκ : 0 < κ) :
    IntegrableOn (fun k : ℝ => (k ^ 2 + κ ^ 2)⁻¹) (Ioi 0) ∧
      lorentzMoment κ 0 = π / (2 * κ) := by
  have hd : ∀ x ∈ Ici (0 : ℝ), HasDerivAt (fun y : ℝ => κ⁻¹ * Real.arctan (κ⁻¹ * y))
      ((x ^ 2 + κ ^ 2)⁻¹) x := by
    intro x _
    refine (((hasDerivAt_id' x).const_mul κ⁻¹).arctan.const_mul κ⁻¹).congr_deriv ?_
    have hD : x ^ 2 + κ ^ 2 ≠ 0 := by positivity
    have h1 : 1 + (κ⁻¹ * x) ^ 2 = κ⁻¹ ^ 2 * (x ^ 2 + κ ^ 2) := by
      field_simp
      ring
    rw [h1]
    field_simp
  have ht : Tendsto (fun y : ℝ => κ⁻¹ * Real.arctan (κ⁻¹ * y)) atTop
      (𝓝 (κ⁻¹ * (π / 2))) :=
    Tendsto.const_mul _ ((Real.tendsto_arctan_atTop.mono_right nhdsWithin_le_nhds).comp
      (tendsto_id.const_mul_atTop (inv_pos.2 hκ)))
  have hpos : ∀ x ∈ Ioi (0 : ℝ), 0 ≤ (x ^ 2 + κ ^ 2)⁻¹ := fun x _ => by positivity
  refine ⟨integrableOn_Ioi_deriv_of_nonneg' hd hpos ht, ?_⟩
  have h := integral_Ioi_of_hasDerivAt_of_nonneg' hd hpos ht
  simp only [lorentzMoment, zero_add, pow_one]
  rw [h, mul_zero, Real.arctan_zero, mul_zero, sub_zero]
  field_simp
```

For the higher moments, differentiate

d/dk [k/D^(n+1)] = 1/D^(n+1) − 2(n+1)k²/D^(n+2).

The bracket vanishes at k = 0 and at infinity, so

∫ k²/D^(n+2) dk = M(n)/(2(n+1)).

Replacing k² by D − κ² gives

M(n+1) = (2n+1)/(2(n+1)κ²) · M(n).

`lorentzMoment_step` proves both relations for every natural n, including the integrability and the vanishing boundary term.

```lean
/-- Recursion for the moments, and the same integrals weighted with `k²`. -/
theorem lorentzMoment_step {κ : ℝ} (hκ : 0 < κ) (n : ℕ) :
    lorentzMoment κ (n + 1) = (2 * n + 1) / (2 * (n + 1) * κ ^ 2) * lorentzMoment κ n ∧
    ∫ k in Ioi (0 : ℝ), k ^ 2 * ((k ^ 2 + κ ^ 2)⁻¹) ^ (n + 2)
      = lorentzMoment κ n / (2 * (n + 1)) := by
  have hw : ∀ x : ℝ, (x ^ 2 + κ ^ 2)⁻¹ ≤ (κ ^ 2)⁻¹ := fun x =>
    inv_anti₀ (by positivity) (by nlinarith [sq_nonneg x])
  have hrel : ∀ x : ℝ, (x ^ 2 + κ ^ 2)⁻¹ * (x ^ 2 + κ ^ 2) = 1 := fun x =>
    inv_mul_cancel₀ (by positivity)
  have hint : ∀ m : ℕ, IntegrableOn
      (fun k : ℝ => ((k ^ 2 + κ ^ 2)⁻¹) ^ (m + 1)) (Ioi 0) := by
    intro m
    refine Integrable.mono' ((lorentzMoment_zero hκ).1.const_mul (((κ ^ 2)⁻¹) ^ m))
      (Measurable.aestronglyMeasurable (by fun_prop)) (ae_of_all _ fun x => ?_)
    have h0 : 0 ≤ (x ^ 2 + κ ^ 2)⁻¹ := by positivity
    rw [Real.norm_eq_abs, abs_of_nonneg (pow_nonneg h0 _), pow_succ]
    exact mul_le_mul_of_nonneg_right (pow_le_pow_left₀ h0 (hw x) m) h0
  -- the boundary term k/(k²+κ²)^(n+1) vanishes at infinity
  have hlim : Tendsto (fun y : ℝ => y * ((y ^ 2 + κ ^ 2)⁻¹) ^ (n + 1)) atTop (𝓝 0) := by
    have ha : Tendsto (fun y : ℝ => ((κ ^ 2)⁻¹) ^ n * y⁻¹) atTop (𝓝 0) := by
      simpa using (tendsto_inv_atTop_zero (𝕜 := ℝ)).const_mul (((κ ^ 2)⁻¹) ^ n)
    refine squeeze_zero_norm' ?_ ha
    filter_upwards [eventually_gt_atTop (0 : ℝ)] with y hy
    have h0 : 0 ≤ (y ^ 2 + κ ^ 2)⁻¹ := by positivity
    have h1 : y * (y ^ 2 + κ ^ 2)⁻¹ ≤ y⁻¹ := by
      have h2 : (y ^ 2 + κ ^ 2)⁻¹ ≤ (y ^ 2)⁻¹ :=
        inv_anti₀ (by positivity) (by nlinarith [sq_nonneg κ])
      calc y * (y ^ 2 + κ ^ 2)⁻¹ ≤ y * (y ^ 2)⁻¹ := mul_le_mul_of_nonneg_left h2 hy.le
        _ = y⁻¹ := by field_simp
    rw [Real.norm_eq_abs, abs_of_nonneg (mul_nonneg hy.le (pow_nonneg h0 _))]
    calc y * ((y ^ 2 + κ ^ 2)⁻¹) ^ (n + 1)
        = ((y ^ 2 + κ ^ 2)⁻¹) ^ n * (y * (y ^ 2 + κ ^ 2)⁻¹) := by rw [pow_succ]; ac_rfl
      _ ≤ ((κ ^ 2)⁻¹) ^ n * y⁻¹ :=
        mul_le_mul (pow_le_pow_left₀ h0 (hw y) n) h1 (mul_nonneg hy.le h0) (by positivity)
  have hder : ∀ x ∈ Ici (0 : ℝ), HasDerivAt
      (fun y : ℝ => y * ((y ^ 2 + κ ^ 2)⁻¹) ^ (n + 1))
      (2 * (n + 1) * κ ^ 2 * ((x ^ 2 + κ ^ 2)⁻¹) ^ (n + 1 + 1)
        - (2 * n + 1) * ((x ^ 2 + κ ^ 2)⁻¹) ^ (n + 1)) x := by
    intro x _
    have hD : x ^ 2 + κ ^ 2 ≠ 0 := by positivity
    have hu : HasDerivAt (fun y : ℝ => y ^ 2 + κ ^ 2) (2 * x) x :=
      ((hasDerivAt_id' x).fun_pow 2 |>.add_const (κ ^ 2)).congr_deriv (by norm_num)
    have hv : HasDerivAt (fun y : ℝ => (y ^ 2 + κ ^ 2)⁻¹)
        (-(2 * x) * ((x ^ 2 + κ ^ 2)⁻¹) ^ 2) x :=
      (hu.fun_inv hD).congr_deriv (by rw [div_eq_mul_inv, inv_pow])
    refine ((hasDerivAt_id' x).fun_mul (hv.fun_pow (n + 1))).congr_deriv ?_
    have hr := hrel x
    rw [Nat.add_sub_cancel]
    push_cast
    generalize (x ^ 2 + κ ^ 2)⁻¹ = w at hr ⊢
    linear_combination (-2 * ((n : ℝ) + 1) * w ^ (n + 1)) * hr
  have i1 := (hint (n + 1)).const_mul (2 * ((n : ℝ) + 1) * κ ^ 2)
  have i0 := (hint n).const_mul (2 * (n : ℝ) + 1)
  have h := integral_Ioi_of_hasDerivAt_of_tendsto' hder (i1.sub i0) hlim
  rw [integral_sub i1 i0, integral_const_mul, integral_const_mul, zero_mul, sub_zero] at h
  change 2 * ((n : ℝ) + 1) * κ ^ 2 * lorentzMoment κ (n + 1)
    - (2 * (n : ℝ) + 1) * lorentzMoment κ n = 0 at h
  have hn : (n : ℝ) + 1 ≠ 0 := by positivity
  constructor
  · rw [div_mul_eq_mul_div, eq_div_iff (by positivity)]
    linear_combination h
  · have hq : (fun k : ℝ => k ^ 2 * ((k ^ 2 + κ ^ 2)⁻¹) ^ (n + 2)) = fun k : ℝ =>
        ((k ^ 2 + κ ^ 2)⁻¹) ^ (n + 1) - κ ^ 2 * ((k ^ 2 + κ ^ 2)⁻¹) ^ (n + 1 + 1) := by
      funext k
      have hr := hrel k
      generalize (k ^ 2 + κ ^ 2)⁻¹ = w at hr ⊢
      linear_combination w ^ (n + 1) * hr
    rw [hq, integral_sub (hint n) ((hint (n + 1)).const_mul _), integral_const_mul]
    change lorentzMoment κ n - κ ^ 2 * lorentzMoment κ (n + 1) = _
    rw [eq_div_iff (by positivity)]
    linear_combination -h
```

Hence M(1) = π/(4κ³), M(2) = 3π/(16κ⁵) and M(3) = 5π/(32κ⁷). The squared dipole element is

d(k)² = 16κ³k²/(πD⁴).

```lean
/-- The squared dipole element as a rational function of the wave number. -/
theorem dipole_sq {κ : ℝ} (hκ : 0 < κ) (k : ℝ) :
    dipole κ k ^ 2 = 16 * κ ^ 3 / π * (k ^ 2 * ((k ^ 2 + κ ^ 2)⁻¹) ^ 4) := by
  have h1 : (√κ ^ 3) ^ 2 = κ ^ 3 := by rw [← pow_mul, mul_comm, pow_mul, Real.sq_sqrt hκ.le]
  have hD : k ^ 2 + κ ^ 2 ≠ 0 := by positivity
  have hp : π ≠ 0 := Real.pi_ne_zero
  rw [dipole_eq hκ, div_pow, mul_pow, mul_pow (√π), h1, Real.sq_sqrt Real.pi_pos.le]
  field_simp
  ring
```

Dividing by D/2 and using n = 3,

2 ∫ d(k)²/(D/2) dk = (64κ³/π) · M(3)/8 = 5/(4κ⁴).

`polarizability_eq` rewrites the integrand in this form and descends from M(3) to M(0).

```lean
/-- The static polarizability of the delta well is `5/(4κ⁴)`. -/
theorem polarizability_eq {κ : ℝ} (hκ : 0 < κ) : polarizability κ = 5 / (4 * κ ^ 4) := by
  have hp : π ≠ 0 := Real.pi_ne_zero
  have hf : (fun k : ℝ => dipole κ k ^ 2 / excitation κ k) = fun k : ℝ =>
      32 * κ ^ 3 / π * (k ^ 2 * ((k ^ 2 + κ ^ 2)⁻¹) ^ 5) := by
    funext k
    have hD : k ^ 2 + κ ^ 2 ≠ 0 := by positivity
    have hg : excitation κ k = (k ^ 2 + κ ^ 2) / 2 := by unfold excitation; ring
    rw [dipole_sq hκ, hg]
    field_simp
    ring
  have hq : ∫ k in Ioi (0 : ℝ), k ^ 2 * ((k ^ 2 + κ ^ 2)⁻¹) ^ 5 = _ :=
    (lorentzMoment_step hκ 3).2
  -- descend from the third moment to the arctangent integral
  have h3 : lorentzMoment κ 3 = _ := (lorentzMoment_step hκ 2).1
  have h2 : lorentzMoment κ 2 = _ := (lorentzMoment_step hκ 1).1
  have h1 : lorentzMoment κ 1 = _ := (lorentzMoment_step hκ 0).1
  unfold polarizability
  rw [hf, integral_const_mul, hq, h3, h2, h1, (lorentzMoment_zero hκ).2]
  push_cast
  field_simp
  norm_num
```

Multiplying by D/2 instead and using n = 1,

2 ∫ (D/2) d(k)² dk = (16κ³/π) · M(1)/4 = 1.

This is the Thomas–Reiche–Kuhn sum rule for this well, obtained by direct integration and not from the commutator of x and p. The odd continuum carries the full oscillator strength of the one electron.

```lean
/-- Thomas–Reiche–Kuhn sum rule: the oscillator strengths of the odd continuum add up to one. -/
theorem oscillator_sum_rule {κ : ℝ} (hκ : 0 < κ) :
    2 * ∫ k in Ioi (0 : ℝ), excitation κ k * dipole κ k ^ 2 = 1 := by
  have hp : π ≠ 0 := Real.pi_ne_zero
  have hf : (fun k : ℝ => excitation κ k * dipole κ k ^ 2) = fun k : ℝ =>
      8 * κ ^ 3 / π * (k ^ 2 * ((k ^ 2 + κ ^ 2)⁻¹) ^ 3) := by
    funext k
    have hD : k ^ 2 + κ ^ 2 ≠ 0 := by positivity
    have hg : excitation κ k = (k ^ 2 + κ ^ 2) / 2 := by unfold excitation; ring
    rw [dipole_sq hκ, hg]
    field_simp
    ring
  have hq : ∫ k in Ioi (0 : ℝ), k ^ 2 * ((k ^ 2 + κ ^ 2)⁻¹) ^ 3 = _ :=
    (lorentzMoment_step hκ 1).2
  have h1 : lorentzMoment κ 1 = _ := (lorentzMoment_step hκ 0).1
  rw [hf, integral_const_mul, hq, h1, (lorentzMoment_zero hκ).2]
  push_cast
  field_simp
  norm_num

end

end DeltaWellPolarizability
```

```lean
#print axioms DeltaWellPolarizability.even_channel_dark
#print axioms DeltaWellPolarizability.polarizability_eq
#print axioms DeltaWellPolarizability.oscillator_sum_rule
```

```
'DeltaWellPolarizability.even_channel_dark' depends on axioms: [propext, Classical.choice, Quot.sound]
'DeltaWellPolarizability.polarizability_eq' depends on axioms: [propext, Classical.choice, Quot.sound]
'DeltaWellPolarizability.oscillator_sum_rule' depends on axioms: [propext, Classical.choice, Quot.sound]
```
